# The norm of a holomorphic quasihole state determines its Berry connection

**A:** Let ψ(z) be an unnormalised state that depends holomorphically on the quasihole position z = x + iy, and let N = ‖ψ‖². Wherever ψ ≠ 0, let u = ψ/‖ψ‖ be the normalised state. Its Berry connection, taken here as Im⟨u, ∂ᵥu⟩ with ∂ᵥ the derivative along v = a + ib, is

A(v) = Im⟨ψ, vψ'⟩ / N = (b ∂ₓN − a ∂ᵧN) / (2N).

The phase along a continuously differentiable path that avoids the zeros of ψ is therefore an integral of N and its slopes.

**Q:** Is a quasihole state really holomorphic in its position?

**A:** Laughlin's is, for finitely many electrons at positions zⱼ: ψ(z) = ∏ⱼ(zⱼ − z) Φ, where Φ is the Laughlin state without the quasihole and does not depend on z. This is a polynomial in z with values in the many-electron space. In the file, that space is `E`, any complex inner product space; ℂⁿ is a special case.

```lean
import Mathlib

open Complex

namespace QuasiholeBerryPhase

noncomputable section

variable {E F : Type*} [NormedAddCommGroup E] [InnerProductSpace ℂ E]
  [NormedAddCommGroup F] [InnerProductSpace ℂ F]

/-- The squared norm `N` of the state as a function of the quasihole position. -/
def sqNorm (ψ : ℂ → E) (z : ℂ) : ℝ := ‖ψ z‖ ^ 2
```

**Q:** Berry's connection belongs to normalised states. Did you simply postulate the formula with ψ?

**A:** No. The definitions start from u = ψ/‖ψ‖ and the real directional derivative ∂ᵥf(z) = d/dt f(z + tv) at t = 0.

```lean
/-- The normalised state `ψ / ‖ψ‖`, meaningful at positions where `ψ` does not vanish. -/
def unitState (ψ : ℂ → E) (z : ℂ) : E := (‖ψ z‖⁻¹ : ℝ) • ψ z
```

The connection is A(v) = Im⟨u, ∂ᵥu⟩, with the inner product conjugate-linear in its first slot. The convention i∫⟨u, du⟩ for the phase has the opposite sign.

```lean
/-- The Berry connection `Im ⟨u, ∂ᵥu⟩` of the normalised state `u` at position `z` along the
direction `v`, meaningful where `ψ` does not vanish and `u` is differentiable along `v`. -/
def berryConnection (ψ : ℂ → E) (z v : ℂ) : ℝ :=
  (inner ℂ (unitState ψ z) (lineDeriv ℝ (unitState ψ) z v)).im
```

The phase integrates A along the velocity `deriv γ t` for t from 0 to 1. The path need not close; on an open path the value depends on the phase choice of the state.

```lean
/-- The phase collected along the path `γ` between times 0 and 1: the integral of the Berry
connection along the velocity of the quasihole. -/
def berryPhase (ψ : ℂ → E) (γ : ℝ → ℂ) : ℝ :=
  ∫ t in (0 : ℝ)..1, berryConnection ψ (γ t) (deriv γ t)
```

**Q:** Then derive it.

**A:** The chain rule for a complex derivative gives

∂ᵥψ = vψ'.

In Lean, `HasDerivAt.scomp` composes ψ with the line z + tv.

```lean
/-- A state holomorphic at `z` changes along the direction `v` at the rate `v ψ'(z)`. -/
theorem state_slope {ψ : ℂ → E} {z : ℂ} (hψ : DifferentiableAt ℂ ψ z) (v : ℂ) :
    HasLineDerivAt ℝ ψ (v • deriv ψ z) z v := by
  have h1 : HasDerivAt (fun t : ℝ => z + t • v) v 0 :=
    (((hasDerivAt_id (0 : ℝ)).smul_const v).const_add z).congr_deriv (one_smul ℝ v)
  have h2 : HasDerivAt ψ (deriv ψ z) (z + (0 : ℝ) • v) := by
    rw [zero_smul, add_zero]
    exact hψ.hasDerivAt
  have h3 := HasDerivAt.scomp (h := fun t : ℝ => z + t • v) (0 : ℝ) h2 h1
  exact h3
```

The product rule applied to N = ⟨ψ, ψ⟩ gives

∂ᵥN = ⟨vψ', ψ⟩ + ⟨ψ, vψ'⟩ = 2 Re⟨ψ, vψ'⟩.

Here `HasDerivAt.inner` is the product rule, and `hs` says that the two terms have equal real parts.

```lean
/-- For a state holomorphic at `z`, the squared norm changes along `v` at the rate
`2 Re ⟨ψ, v ψ'⟩`. -/
theorem sqNorm_slope {ψ : ℂ → E} {z : ℂ} (hψ : DifferentiableAt ℂ ψ z) (v : ℂ) :
    HasLineDerivAt ℝ (sqNorm ψ) (2 * (inner ℂ (ψ z) (v • deriv ψ z)).re) z v := by
  have h1 : HasDerivAt (fun t : ℝ => ψ (z + t • v)) (v • deriv ψ z) 0 := state_slope hψ v
  have h2 := HasDerivAt.inner ℂ h1 h1
  -- N is the real part of ⟨ψ, ψ⟩
  have h3 : HasDerivAt (fun t : ℝ => (inner ℂ (ψ (z + t • v)) (ψ (z + t • v))).re)
      (inner ℂ (ψ (z + (0 : ℝ) • v)) (v • deriv ψ z)
        + inner ℂ (v • deriv ψ z) (ψ (z + (0 : ℝ) • v))).re 0 :=
    Complex.reCLM.hasFDerivAt.comp_hasDerivAt (0 : ℝ) h2
  have e : (fun t : ℝ => sqNorm ψ (z + t • v)) =
      fun t : ℝ => (inner ℂ (ψ (z + t • v)) (ψ (z + t • v))).re :=
    funext fun t => (inner_self_eq_norm_sq (𝕜 := ℂ) (ψ (z + t • v))).symm
  have hs : (inner ℂ (v • deriv ψ z) (ψ z)).re = (inner ℂ (ψ z) (v • deriv ψ z)).re :=
    inner_re_symm (𝕜 := ℂ) _ _
  unfold HasLineDerivAt
  rw [e]
  refine HasDerivAt.congr_deriv h3 ?_
  rw [zero_smul, add_zero, add_re, hs]
  ring
```

Since ψ ≠ 0, 1/‖ψ‖ is differentiable along v. With c = ∂ᵥ(1/‖ψ‖), a real number,

∂ᵥu = vψ'/‖ψ‖ + cψ.

The proof differentiates the norm, inverts it and applies the product rule.

```lean
/-- Where a holomorphic state does not vanish, the slope of the normalised state is the
rescaled slope of `ψ` plus a real multiple of `ψ` itself. -/
theorem unitState_slope {ψ : ℂ → E} {z : ℂ} (hψ : DifferentiableAt ℂ ψ z) (h0 : ψ z ≠ 0)
    (v : ℂ) : ∃ c : ℝ, HasLineDerivAt ℝ (unitState ψ)
      ((‖ψ z‖⁻¹ : ℝ) • (v • deriv ψ z) + c • ψ z) z v := by
  have h1 : HasDerivAt (fun t : ℝ => ψ (z + t • v)) (v • deriv ψ z) 0 := state_slope hψ v
  have h0' : ψ (z + (0 : ℝ) • v) ≠ 0 := by
    rw [zero_smul, add_zero]
    exact h0
  have hN : DifferentiableAt ℝ (fun t : ℝ => ‖ψ (z + t • v)‖) 0 :=
    h1.differentiableAt.norm ℂ h0'
  have hc : DifferentiableAt ℝ (fun t : ℝ => ‖ψ (z + t • v)‖⁻¹) 0 :=
    hN.inv (norm_ne_zero_iff.mpr h0')
  refine ⟨deriv (fun t : ℝ => ‖ψ (z + t • v)‖⁻¹) 0, ?_⟩
  have h3 := hc.hasDerivAt.smul h1
  simp only [zero_smul, add_zero] at h3
  exact h3
```

Pairing with u gives

⟨u, ∂ᵥu⟩ = ⟨ψ, vψ'⟩/N + c‖ψ‖.

The last term is real, so A(v) = Im⟨ψ, vψ'⟩/N. The line `him` supplies the reality of ⟨ψ, ψ⟩.

```lean
/-- Where a holomorphic state does not vanish, its Berry connection along `v` is
`Im ⟨ψ, v ψ'⟩ / N`. -/
theorem berryConnection_eq {ψ : ℂ → E} {z : ℂ} (hψ : DifferentiableAt ℂ ψ z)
    (h0 : ψ z ≠ 0) (v : ℂ) :
    berryConnection ψ z v = (inner ℂ (ψ z) (v • deriv ψ z)).im / sqNorm ψ z := by
  obtain ⟨c, hc⟩ := unitState_slope hψ h0 v
  have key : ∀ (r : ℝ) (x : E), r • x = (r : ℂ) • x := fun r x => (Complex.coe_smul r x).symm
  -- the real multiple of ψ drops out because ⟨ψ, ψ⟩ is real
  have him : (inner ℂ (ψ z) (ψ z)).im = 0 := inner_self_im (𝕜 := ℂ) (ψ z)
  unfold berryConnection
  rw [hc.lineDeriv]
  unfold unitState sqNorm
  simp only [key, inner_add_right, inner_smul_left, inner_smul_right, Complex.conj_ofReal,
    add_im, mul_im, mul_re, ofReal_re, ofReal_im, him]
  ring
```

Now write ⟨ψ, ψ'⟩ = p + iq. Taking v = 1 and v = i in the slope of N gives ∂ₓN = 2p and ∂ᵧN = −2q, so

Im⟨ψ, vψ'⟩ = bp + aq = (b ∂ₓN − a ∂ᵧN)/2.

Dividing by N gives the result. The theorem also states that u is differentiable along v. It needs complex differentiability only at the point z.

```lean
/-- Where a holomorphic state does not vanish, its normalised form is differentiable along
`a + i b`, and the Berry connection `Im ⟨ψ, (a + i b) ψ'⟩ / N` equals
`(b ∂N/∂x - a ∂N/∂y) / (2 N)`. -/
theorem berryConnection_from_norm {ψ : ℂ → E} {z : ℂ} (hψ : DifferentiableAt ℂ ψ z)
    (h0 : ψ z ≠ 0) (a b : ℝ) :
    LineDifferentiableAt ℝ (unitState ψ) z (a + b * I) ∧
    berryConnection ψ z (a + b * I) =
      (inner ℂ (ψ z) ((a + b * I : ℂ) • deriv ψ z)).im / sqNorm ψ z ∧
    berryConnection ψ z (a + b * I) =
      (b * lineDeriv ℝ (sqNorm ψ) z 1 - a * lineDeriv ℝ (sqNorm ψ) z I)
        / (2 * sqNorm ψ z) := by
  refine ⟨?_, berryConnection_eq hψ h0 _, ?_⟩
  · obtain ⟨c, hc⟩ := unitState_slope hψ h0 (a + b * I)
    exact hc.lineDifferentiableAt
  · rw [berryConnection_eq hψ h0, (sqNorm_slope hψ 1).lineDeriv, (sqNorm_slope hψ I).lineDeriv]
    simp only [inner_smul_right, add_im, add_re, mul_im, mul_re, ofReal_re, ofReal_im,
      I_re, I_im, one_re, one_im]
    ring
```

Without coordinates, the same relation reads ∂ᵥ log N = 2A(iv), because Im⟨ψ, ivψ'⟩ = Re⟨ψ, vψ'⟩.

```lean
/-- Where a holomorphic state does not vanish, the slope of `log N` along `v` is twice the
Berry connection along `i v`, the direction turned by a right angle. -/
theorem log_sqNorm_slope {ψ : ℂ → E} {z : ℂ} (hψ : DifferentiableAt ℂ ψ z)
    (h0 : ψ z ≠ 0) (v : ℂ) :
    HasLineDerivAt ℝ (fun w => Real.log (sqNorm ψ w))
      (2 * berryConnection ψ z (I * v)) z v := by
  have h1 : HasDerivAt (fun t : ℝ => sqNorm ψ (z + t • v))
      (2 * (inner ℂ (ψ z) (v • deriv ψ z)).re) 0 := sqNorm_slope hψ v
  have h2 := h1.log (by simpa [sqNorm] using h0)
  refine HasDerivAt.congr_deriv h2 ?_
  rw [berryConnection_eq hψ h0]
  simp only [zero_smul, add_zero, inner_smul_right, mul_im, mul_re, I_re, I_im]
  ring
```

**Q:** And the phase, as opposed to the connection?

**A:** Here ψ is entire, `E` is complete, and ψ(γ(t)) ≠ 0 for every real t. Continuity of ψ, ψ' and γ' makes the integrand continuous, and the pointwise formula is then inserted under the integral.

```lean
/-- Along a continuously differentiable path on which an entire state does not vanish, the
Berry connection is continuous and the collected phase is an integral of `N` and its slopes. -/
theorem berryPhase_from_norm [CompleteSpace E] {ψ : ℂ → E} {γ : ℝ → ℂ}
    (hψ : Differentiable ℂ ψ) (hγ : ContDiff ℝ 1 γ) (h0 : ∀ t, ψ (γ t) ≠ 0) :
    Continuous (fun t => berryConnection ψ (γ t) (deriv γ t)) ∧
    berryPhase ψ γ = ∫ t in (0 : ℝ)..1,
      ((deriv γ t).im * lineDeriv ℝ (sqNorm ψ) (γ t) 1
        - (deriv γ t).re * lineDeriv ℝ (sqNorm ψ) (γ t) I) / (2 * sqNorm ψ (γ t)) := by
  constructor
  · have hd : Continuous (deriv ψ) := (hψ.contDiff (n := 1)).continuous_deriv le_rfl
    have hv : Continuous (deriv γ) := hγ.continuous_deriv le_rfl
    have hs : Continuous (fun t => ψ (γ t)) := hψ.continuous.comp hγ.continuous
    have e : (fun t => berryConnection ψ (γ t) (deriv γ t)) = fun t =>
        (inner ℂ (ψ (γ t)) (deriv γ t • deriv ψ (γ t))).im / ‖ψ (γ t)‖ ^ 2 :=
      funext fun t => berryConnection_eq (hψ (γ t)) (h0 t) _
    rw [e]
    exact (Complex.continuous_im.comp (hs.inner (hv.smul (hd.comp hγ.continuous)))).div
      (hs.norm.pow 2) (fun t => pow_ne_zero 2 (norm_ne_zero_iff.mpr (h0 t)))
  · unfold berryPhase
    congr 1
    funext t
    have h := (berryConnection_from_norm (hψ (γ t)) (h0 t) (deriv γ t).re (deriv γ t).im).2.2
    rwa [Complex.re_add_im] at h
```

Two such states with equal norms at every z have equal phases along γ, even if they live in different spaces: the proof substitutes one N for the other.

```lean
/-- If two entire states have the same norm everywhere and do not vanish on a continuously
differentiable path, their Berry connections along it are continuous and their phases agree. -/
theorem berryPhase_determined_by_norm [CompleteSpace E] [CompleteSpace F]
    {ψ : ℂ → E} {φ : ℂ → F} {γ : ℝ → ℂ} (hψ : Differentiable ℂ ψ) (hφ : Differentiable ℂ φ)
    (hγ : ContDiff ℝ 1 γ) (h0 : ∀ t, ψ (γ t) ≠ 0) (hN : ∀ z, ‖ψ z‖ = ‖φ z‖) :
    Continuous (fun t => berryConnection ψ (γ t) (deriv γ t)) ∧
    Continuous (fun t => berryConnection φ (γ t) (deriv γ t)) ∧
    berryPhase ψ γ = berryPhase φ γ := by
  have h0' : ∀ t, φ (γ t) ≠ 0 := fun t =>
    norm_ne_zero_iff.mp (hN (γ t) ▸ norm_ne_zero_iff.mpr (h0 t))
  have e : sqNorm ψ = sqNorm φ := funext fun z => by simp only [sqNorm, hN]
  have h1 := berryPhase_from_norm hψ hγ h0
  have h2 := berryPhase_from_norm hφ hγ h0'
  exact ⟨h1.1, h2.1, by rw [h1.2, h2.2, e]⟩
```

**Q:** Would smooth dependence on x and y do?

**A:** No. The state exp(i Re z) is smooth and has norm 1, like the constant state 1, yet their connections along the real axis are 1 and 0. Lean differentiates the exponential directly. The two states differ by a gauge change, so the example separates connections and not closed-loop phases.

```lean
/-- The non-holomorphic state `exp(i Re z)` has norm 1, like the constant state 1, but their
Berry connections along the real axis are 1 and 0. -/
theorem holomorphy_needed (z : ℂ) :
    (∀ w : ℂ, ‖exp ((w.re : ℂ) * I)‖ = ‖(1 : ℂ)‖) ∧
    berryConnection (fun w : ℂ => exp ((w.re : ℂ) * I)) z 1 = 1 ∧
    berryConnection (fun _ : ℂ => (1 : ℂ)) z 1 = 0 := by
  have hn : ∀ w : ℂ, ‖exp ((w.re : ℂ) * I)‖ = 1 := fun w => norm_exp_ofReal_mul_I w.re
  refine ⟨fun w => by rw [hn, norm_one], ?_, ?_⟩
  · have hu : unitState (fun w : ℂ => exp ((w.re : ℂ) * I)) =
        fun w : ℂ => exp ((w.re : ℂ) * I) := by
      funext w
      simp only [unitState, hn, inv_one, one_smul]
    have h1 : HasDerivAt (fun t : ℝ => exp (((z.re + t : ℝ) : ℂ) * I))
        (I • exp ((z.re : ℂ) * I)) 0 :=
      ((((hasDerivAt_id (0 : ℝ)).const_add z.re).ofReal_comp.mul_const I).cexp).congr_deriv
        (by simp [mul_comm])
    have h2 : HasLineDerivAt ℝ (fun w : ℂ => exp ((w.re : ℂ) * I))
        (I • exp ((z.re : ℂ) * I)) z 1 := by
      have e : (fun t : ℝ => exp (((z + t • (1 : ℂ)).re : ℂ) * I)) =
          fun t : ℝ => exp (((z.re + t : ℝ) : ℂ) * I) := by
        funext t
        simp
      unfold HasLineDerivAt
      rw [e]
      exact h1
    unfold berryConnection
    rw [hu, h2.lineDeriv, inner_smul_right, inner_self_eq_norm_sq_to_K, hn]
    simp
  · simp [berryConnection, unitState, lineDeriv]

end

end QuasiholeBerryPhase
```

```lean
#print axioms QuasiholeBerryPhase.berryConnection_from_norm
#print axioms QuasiholeBerryPhase.log_sqNorm_slope
#print axioms QuasiholeBerryPhase.berryPhase_determined_by_norm
#print axioms QuasiholeBerryPhase.holomorphy_needed
```

```
'QuasiholeBerryPhase.berryConnection_from_norm' depends on axioms: [propext, Classical.choice, Quot.sound]
'QuasiholeBerryPhase.log_sqNorm_slope' depends on axioms: [propext, Classical.choice, Quot.sound]
'QuasiholeBerryPhase.berryPhase_determined_by_norm' depends on axioms: [propext, Classical.choice, Quot.sound]
'QuasiholeBerryPhase.holomorphy_needed' depends on axioms: [propext, Classical.choice, Quot.sound]
```

**Q:** Where could I go wrong in using this?

**A:** By normalising ψ before applying the formula. Then N = 1 everywhere and the right-hand side vanishes, but the normalised state is generally not holomorphic, so the formula does not apply to it.

**Q:** What does a calculation look like?

**A:** For a Laughlin state at filling 1/m with magnetic length ℓ, plasma screening suggests N = C exp(|z|²/(2mℓ²)) deep inside a large droplet, with C constant. With that input,

A(v) = (bx − ay)/(2mℓ²),

and a counterclockwise circle of radius R gives the phase πR²/(mℓ²). This is 1/m of 2π per enclosed flux quantum, as expected for a charge of magnitude e/m. The screening form of N is a physical assumption here.
